# The trace of the superoperator Z ↦ AZB on real n × n matrices is tr A · tr B

In quantum mechanics, a linear map that takes operators to operators is called a superoperator, and a basic example multiplies an operator Z by A on the left and by B on the right. The lemma `trace_sandwich` says that the trace of this map, taken over the whole space of real square matrices of a given finite size, is tr A · tr B. A and B are arbitrary real matrices of that size, with no symmetry, normalisation or invertibility assumed. The proof writes the trace as a sum over the matrix units E_ij, taking the ij entry of A E_ij B each time. That entry is A_ii B_jj, so the double sum factorises into the two traces.

The first attempt, which Lean rejects:

```lean
import Mathlib

open Matrix LieAlgebra LieAlgebra.Orthogonal

namespace TraceSandwich

noncomputable section

variable {n : Type*} [Fintype n] [DecidableEq n]

/-- The linear map `Z ↦ A Z B` on real square matrices. -/
def sandwich (A B : Matrix n n ℝ) : Matrix n n ℝ →ₗ[ℝ] Matrix n n ℝ :=
  LinearMap.mulLeft ℝ A ∘ₗ LinearMap.mulRight ℝ B

/-- The trace of a linear map on matrix space is the sum over all matrix units `E_ij` of
the `ij` entry of the image of `E_ij`. -/
theorem trace_eq_sum_entries (f : Matrix n n ℝ →ₗ[ℝ] Matrix n n ℝ) :
    LinearMap.trace ℝ (Matrix n n ℝ) f = ∑ i, ∑ j, f (Matrix.single i j 1) i j := by
  have h : ∀ (M : Matrix n n ℝ) (p : n × n),
      (Matrix.stdBasis ℝ n n).repr M p = M p.1 p.2 := by
    intro M p
    simp [Matrix.stdBasis]
  rw [LinearMap.trace_eq_matrix_trace ℝ (Matrix.stdBasis ℝ n n), Matrix.trace,
    Fintype.sum_prod_type]
  simp only [Matrix.diag_apply, LinearMap.toMatrix_apply, h, Matrix.stdBasis_eq_single]

/-- The `ij` entry of `A E_kl B`, with `E_kl` a matrix unit, is `A_ik B_lj`. -/
theorem mul_single_mul_apply (A B : Matrix n n ℝ) (i j k l : n) :
    (A * (Matrix.single k l (1 : ℝ) * B) : Matrix n n ℝ) i j = A i k * B l j := by
  rw [Matrix.mul_apply, Finset.sum_eq_single k]
  · simp [Matrix.mul_apply, Matrix.single_apply]
  · intro x _ hx
    simp [Matrix.mul_apply, hx.symm]
  · simp

/-- The map `Z ↦ A Z B` on matrix space has trace `tr A · tr B`. -/
theorem trace_sandwich (A B : Matrix n n ℝ) :
    LinearMap.trace ℝ (Matrix n n ℝ) (sandwich A B) = A.trace * B.trace := by
  rw [trace_eq_sum_entries]
  change ∑ i, ∑ j, (A * (Matrix.single i j 1 * B)) i j = _
  simp only [mul_single_mul_apply, Matrix.trace, Matrix.diag_apply, Finset.sum_mul_sum]

end

end TraceSandwich
```

The error:

```
Main.lean:40:19: error: Function expected at
  A * (single i j 1 * B)
but this term has type
  ?m.63

Note: Expected a function because this term is being applied to the argument
  i
Main.lean:40:2: error: 'change' tactic failed, pattern
  ∑ i, ∑ j, ?m.40 = ?m.47
is not definitionally equal to target
  ∑ i, ∑ j, (sandwich A B) (single i j 1) i j = A.trace * B.trace
```

After these edits no error is left:

```diff
@@ -38,5 +38,5 @@
     LinearMap.trace ℝ (Matrix n n ℝ) (sandwich A B) = A.trace * B.trace := by
   rw [trace_eq_sum_entries]
-  change ∑ i, ∑ j, (A * (Matrix.single i j 1 * B)) i j = _
+  change ∑ i, ∑ j, (A * (Matrix.single i j (1 : ℝ) * B) : Matrix n n ℝ) i j = _
   simp only [mul_single_mul_apply, Matrix.trace, Matrix.diag_apply, Finset.sum_mul_sum]
 
```

The first error comes from the bare `1` in `Matrix.single i j 1`. Nothing in that term says what kind of number the `1` is, so the entry type of the matrix unit is still open when Lean reaches the product with `B`. The fact that `B` is real does not settle it, because Lean's `*` allows factors of different types. Until the entry type is known, Lean cannot choose the multiplication instance, and it is this instance that determines the type of the result. The whole product therefore still had the unknown type `?m.63` when Lean tried to apply it to the index `i`, hence "Function expected".

The second error follows from the first. The summand had failed to elaborate, leaving the placeholder `?m.40` in the pattern, and `change` could not match that pattern with the goal. The intended formula was not at fault.

In the repair, `(1 : ℝ)` fixes the entry type, so Lean can find the matrix multiplication. The ascription `: Matrix n n ℝ` states the type of the product outright, so Lean can take its `i j` entry. With the summand readable, `change` accepts the new form of the goal, which is what `sandwich` unfolds to, and the unchanged `simp only` line finishes the proof.
